# Every derivative of a pseudised augmentation function is linear in its coefficients

A pseudised augmentation function is here r^(l+2) times an even polynomial, Q(r) = r^(l+2) ∑ₖ aₖ r^(2k), with finitely many real coefficients aₖ and l a natural number. The lemma `iteratedDeriv_linear` states that if the coefficients are a + c·b, with c real, then the j-th derivative of Q at any real r is that for a plus c times that for b; j = 0 gives the function itself. The coefficients are arbitrary: no normalisation and no matching to another function is assumed. The proof uses the preceding theorem to replace the derivatives of Q by formal derivatives of a polynomial, splits that polynomial in `h`, and then means to carry the splitting through the j derivatives and the evaluation at r.

As first written in Lean, the proof fails:

```lean
import Mathlib

open Polynomial

namespace IteratedDerivLinear

noncomputable section

/-- The pseudised augmentation function `Q(r) = r^(l+2) ∑ₖ aₖ r^(2k)`. -/
def pseudoQ (l : ℕ) {m : ℕ} (a : Fin m → ℝ) (r : ℝ) : ℝ :=
  r ^ (l + 2) * ∑ k, a k * r ^ (2 * (k : ℕ))

/-- The even polynomial `∑ₖ aₖ X^(2k)` with the coefficients of a pseudised function. -/
def evenPoly {m : ℕ} (a : Fin m → ℝ) : ℝ[X] :=
  ∑ k, C (a k) * X ^ (2 * (k : ℕ))

/-- The derivatives of a pseudised function are those of the polynomial
`X^(l+2) ∑ₖ aₖ X^(2k)`. -/
theorem iteratedDeriv_pseudoQ (l : ℕ) {m : ℕ} (a : Fin m → ℝ) (j : ℕ) (r : ℝ) :
    iteratedDeriv j (pseudoQ l a) r
      = (derivative^[j] (X ^ (l + 2) * evenPoly a)).eval r := by
  induction j generalizing r with
  | zero => simp [pseudoQ, evenPoly, eval_finsetSum]
  | succ j ih =>
    have h : iteratedDeriv j (pseudoQ l a)
        = fun r => (derivative^[j] (X ^ (l + 2) * evenPoly a)).eval r := by
      funext r
      exact ih r
    rw [iteratedDeriv_succ, h, Function.iterate_succ_apply']
    exact (Polynomial.hasDerivAt _ r).deriv

/-- Every derivative of a pseudised function, the zeroth included, is linear in the
coefficients. -/
theorem iteratedDeriv_linear (l : ℕ) {m : ℕ} (a b : Fin m → ℝ) (c : ℝ) (j : ℕ) (r : ℝ) :
    iteratedDeriv j (pseudoQ l (a + c • b)) r
      = iteratedDeriv j (pseudoQ l a) r + c * iteratedDeriv j (pseudoQ l b) r := by
  have h : X ^ (l + 2) * evenPoly (a + c • b)
      = X ^ (l + 2) * evenPoly a + C c * (X ^ (l + 2) * evenPoly b) := by
    have h' : evenPoly (a + c • b) = evenPoly a + C c * evenPoly b := by
      simp only [evenPoly, Pi.add_apply, Pi.smul_apply, smul_eq_mul, C_add, C_mul,
        Finset.mul_sum, ← Finset.sum_add_distrib]
      exact Finset.sum_congr rfl (fun _ _ => by ring)
    rw [h']
    ring
  simp only [iteratedDeriv_pseudoQ]
  rw [h, iterate_derivative_add, iterate_derivative_C_mul, eval_add, eval_mul, eval_C]

end

end IteratedDerivLinear
```

Compiling this gives:

```
Main.lean:46:9: error(lean.unknownIdentifier): Unknown identifier `iterate_derivative_add`
Main.lean:36:81: error: unsolved goals
l m : ℕ
a b : Fin m → ℝ
c : ℝ
j : ℕ
r : ℝ
h : X ^ (l + 2) * evenPoly (a + c • b) = X ^ (l + 2) * evenPoly a + C c * (X ^ (l + 2) * evenPoly b)
⊢ eval r ((⇑derivative)^[j] (X ^ (l + 2) * evenPoly a + C c * (X ^ (l + 2) * evenPoly b))) =
    eval r ((⇑derivative)^[j] (X ^ (l + 2) * evenPoly a)) + c * eval r ((⇑derivative)^[j] (X ^ (l + 2) * evenPoly b))
```

After these edits no error is left:

```diff
@@ -44,5 +44,5 @@
     ring
   simp only [iteratedDeriv_pseudoQ]
-  rw [h, iterate_derivative_add, iterate_derivative_C_mul, eval_add, eval_mul, eval_C]
+  rw [h, iterate_map_add, iterate_derivative_C_mul, eval_add, eval_mul, eval_C]
 
 end
```

Cause. The first message says that Lean finds nothing called `iterate_derivative_add`, even with the namespace `Polynomial` open. The rewriting therefore stops just after `h`. The second message follows from the first: it shows the goal left at that point, with the j-fold derivative still standing before a sum of two polynomials.

The step itself is sound, and only the name of a lemma for it was wanting. The general lemma `iterate_map_add` says that a map which preserves addition still does so when iterated. `derivative` is a linear map, so the lemma applies and splits the j-fold derivative of the sum into a sum of two j-fold derivatives. The rest of the line then works as written: `iterate_derivative_C_mul` takes the constant `C c` out of the second derivative, and `eval_add`, `eval_mul` and `eval_C` evaluate the result at r, which gives the right-hand side.
